# Every POVM with finitely many outcomes on a finite-dimensional space is a projective measurement compressed by an isometry

The failing declaration, `naimark_dilation`, is Naimark's theorem for a generalised measurement (POVM) with finitely many outcomes on a finite-dimensional space: positive semidefinite matrices `E i` that sum to the identity. It states that there are an isometry V into the space of pairs (outcome, basis index) and mutually orthogonal projectors Pᵢ there, summing to the identity, with Eᵢ = V†PᵢV. For a normalised state ψ, the probability ⟨ψ, Eᵢψ⟩ of outcome i is thus that of finding Vψ in the range of Pᵢ. The attempt factors each effect as Kᵢ†Kᵢ, takes for V the map that sends ψ to the sum of |i⟩ ⊗ Kᵢψ, and for Pᵢ the projector that reads i off the pointer. A chain of equalities is then to show that V†V = 1.

Lean 4 with Mathlib refuses this proof:

```lean
import Mathlib

open Matrix
open scoped ComplexOrder MatrixOrder

namespace NaimarkDilation

variable {ι n m : Type*} [Fintype ι] [DecidableEq ι] [Fintype n] [DecidableEq n]
  [Fintype m] [DecidableEq m]

/-- A generalised measurement (POVM): positive semidefinite effects, one for each outcome,
that sum to the identity. -/
structure IsPOVM (E : ι → Matrix n n ℂ) : Prop where
  pos : ∀ i, (E i).PosSemidef
  sum_eq_one : ∑ i, E i = 1

/-- A projective measurement: mutually orthogonal Hermitian projectors, one for each outcome,
that sum to the identity. -/
structure IsPVM (P : ι → Matrix m m ℂ) : Prop where
  herm : ∀ i, (P i)ᴴ = P i
  idem : ∀ i, P i * P i = P i
  orth : ∀ i j, i ≠ j → P i * P j = 0
  sum_eq_one : ∑ i, P i = 1

/-- The isometry `V` and the projective measurement `P` on a second space dilate `E`:
each effect is the compression `E i = V† P i V`. -/
structure IsNaimarkDilation (E : ι → Matrix n n ℂ) (V : Matrix m n ℂ)
    (P : ι → Matrix m m ℂ) : Prop where
  isometry : Vᴴ * V = 1
  pvm : IsPVM P
  compress : ∀ i, E i = Vᴴ * P i * V

/-- The operator that sends `ψ` to the sum over outcomes `i` of `|i⟩ ⊗ K i ψ`. -/
def stack (K : ι → Matrix n n ℂ) : Matrix (ι × n) n ℂ :=
  Matrix.of fun p b => K p.1 p.2 b

/-- The projector `|i⟩⟨i| ⊗ 1` that reads the value `i` off the pointer. -/
def pointer (i : ι) : Matrix (ι × n) (ι × n) ℂ :=
  diagonal fun p => if p.1 = i then 1 else 0

/-- Reading the pointer is a projective measurement. -/
theorem pointer_isPVM : IsPVM (pointer : ι → Matrix (ι × n) (ι × n) ℂ) where
  herm i := by
    unfold pointer
    rw [diagonal_conjTranspose]
    congr 1
    funext p
    by_cases h : p.1 = i <;> simp [h]
  idem i := by
    simp only [pointer, diagonal_mul_diagonal]
    congr 1
    funext p
    by_cases h : p.1 = i <;> simp [h]
  orth i j hij := by
    simp only [pointer, diagonal_mul_diagonal]
    refine (congrArg diagonal ?_).trans diagonal_zero
    funext p
    by_cases h : p.1 = i
    · have h' : p.1 ≠ j := fun e => hij (h.symm.trans e)
      simp [h']
    · simp [h]
  sum_eq_one := by
    ext p q
    rw [Matrix.sum_apply]
    by_cases h : p = q
    · subst h
      simp [pointer]
    · simp [pointer, one_apply, h]

/-- Compressing the pointer projector `i` by the stacked operator gives `K i† K i`. -/
theorem stack_compress (K : ι → Matrix n n ℂ) (i : ι) :
    (stack K)ᴴ * pointer (n := n) i * stack K = (K i)ᴴ * K i := by
  ext a b
  rw [Matrix.mul_apply, Fintype.sum_prod_type]
  simp only [pointer, mul_diagonal, conjTranspose_apply, stack, of_apply]
  -- only the block with pointer value `i` survives
  rw [Finset.sum_eq_single i]
  · simp [Matrix.mul_apply]
  · intro j _ hj
    simp [hj]
  · simp

/-- **Naimark's dilation theorem** for finitely many outcomes: every POVM on `ℂⁿ` with `k`
outcomes is the compression, by an isometry into a space of dimension `nk`, of a projective
measurement on that space. -/
theorem naimark_dilation {E : ι → Matrix n n ℂ} (hE : IsPOVM E) :
    ∃ (V : Matrix (ι × n) n ℂ) (P : ι → Matrix (ι × n) (ι × n) ℂ),
      IsNaimarkDilation E V P := by
  -- factor every effect as `K† K`
  have hfac : ∀ i, ∃ K : Matrix n n ℂ, E i = Kᴴ * K := fun i =>
    CStarAlgebra.nonneg_iff_eq_star_mul_self.mp (Matrix.nonneg_iff_posSemidef.mpr (hE.pos i))
  choose K hK using hfac
  refine ⟨stack K, pointer, ?_, pointer_isPVM, fun i => by rw [stack_compress, hK i]⟩
  -- completeness of the effects makes the stacked operator an isometry
  calc (stack K)ᴴ * stack K
      = (stack K)ᴴ * (∑ i, pointer i) * stack K := by
        rw [pointer_isPVM.sum_eq_one, Matrix.mul_one]
    _ = ∑ i, (stack K)ᴴ * pointer i * stack K := by
        rw [Matrix.mul_sum, Matrix.sum_mul]
    _ = ∑ i, E i := Finset.sum_congr rfl fun i _ => by rw [stack_compress, hK i]
    _ = 1 := hE.sum_eq_one

end NaimarkDilation
```

The compiler's answer:

```
Main.lean:96:8: error(lean.synthInstanceFailed): failed to synthesize instance of type class
  HMul (CStarMatrix n (ι × n) ℂ) (Matrix (ι × n) n ℂ) (Matrix n n ℂ)

Hint: Type class instance resolution failures can be inspected with the `set_option trace.Meta.synthInstance true` command.
Main.lean:98:13: error(lean.synthInstanceFailed): failed to synthesize instance of type class
  HMul (CStarMatrix n (ι × n) ℂ) (Matrix (ι × n) n ℂ) (Matrix n n ℂ)

Hint: Type class instance resolution failures can be inspected with the `set_option trace.Meta.synthInstance true` command.
Main.lean:97:38: error: Tactic `rewrite` failed: Did not find an occurrence of the pattern
  ?M * 1
in the target expression
  (stack K)ᴴ * stack K = (stack K)ᴴ * 1 * stack K

ι : Type u_1
n : Type u_2
inst✝³ : Fintype ι
inst✝² : DecidableEq ι
inst✝¹ : Fintype n
inst✝ : DecidableEq n
E : ι → Matrix n n ℂ
hE : IsPOVM E
K : ι → Matrix n n ℂ
hK : ∀ (i : ι), E i = (K i)ᴴ * K i
⊢ (stack K)ᴴ * stack K = (stack K)ᴴ * 1 * stack K

Note: The target expression is not type-correct under the `implicit` transparency level, which may have triggered the failure. This is usually caused by unfolding of semireducible definitions in prior tactic steps. Use `set_option linter.tacticCheckInstances true` to investigate the source of the issue.
Full error:
  Application type mismatch: The argument
    CStarMatrix.instHMulOfFintypeOfMulOfAddCommMonoid
  has type
    HMul (CStarMatrix n (ι × n) ℂ) (CStarMatrix (ι × n) (ι × n) ℂ) (CStarMatrix n (ι × n) ℂ)
  but is expected to have type
    HMul (Matrix n (ι × n) ℂ) (Matrix (ι × n) (ι × n) ℂ) (CStarMatrix n (ι × n) ℂ)
  in the application
    @HMul.hMul (Matrix n (ι × n) ℂ) (Matrix (ι × n) (ι × n) ℂ) (CStarMatrix n (ι × n) ℂ)
      CStarMatrix.instHMulOfFintypeOfMulOfAddCommMonoid
Main.lean:100:59: error: Tactic `rewrite` failed: Did not find an occurrence of the pattern
  (stack ?K)ᴴ * pointer ?i * stack ?K
in the target expression
  (stack K)ᴴ * pointer i * stack K = E i

ι : Type u_1
n : Type u_2
inst✝³ : Fintype ι
inst✝² : DecidableEq ι
inst✝¹ : Fintype n
inst✝ : DecidableEq n
E : ι → Matrix n n ℂ
hE : IsPOVM E
K : ι → Matrix n n ℂ
hK : ∀ (i : ι), E i = (K i)ᴴ * K i
i : ι
x✝ : i ∈ Finset.univ
⊢ (stack K)ᴴ * pointer i * stack K = E i

Note: The target expression is not type-correct under the `implicit` transparency level, which may have triggered the failure. This is usually caused by unfolding of semireducible definitions in prior tactic steps. Use `set_option linter.tacticCheckInstances true` to investigate the source of the issue.
Full error:
  Application type mismatch: The argument
    CStarMatrix.instHMulOfFintypeOfMulOfAddCommMonoid
  has type
    HMul (CStarMatrix n (ι × n) ℂ) (CStarMatrix (ι × n) (ι × n) ℂ) (CStarMatrix n (ι × n) ℂ)
  but is expected to have type
    HMul (Matrix n (ι × n) ℂ) (Matrix (ι × n) (ι × n) ℂ) (CStarMatrix n (ι × n) ℂ)
  in the application
    @HMul.hMul (Matrix n (ι × n) ℂ) (Matrix (ι × n) (ι × n) ℂ) (CStarMatrix n (ι × n) ℂ)
      CStarMatrix.instHMulOfFintypeOfMulOfAddCommMonoid
Main.lean:88:33: error: unsolved goals
ι : Type u_1
n : Type u_2
inst✝³ : Fintype ι
inst✝² : DecidableEq ι
inst✝¹ : Fintype n
inst✝ : DecidableEq n
E : ι → Matrix n n ℂ
hE : IsPOVM E
K : ι → Matrix n n ℂ
hK : ∀ (i : ι), E i = (K i)ᴴ * K i
⊢ ι → HMul (CStarMatrix n (ι × n) ℂ) (Matrix (ι × n) n ℂ) (Matrix n n ℂ)
```

The change, after which it compiles:

```diff
@@ -94,7 +94,7 @@
   -- completeness of the effects makes the stacked operator an isometry
   calc (stack K)ᴴ * stack K
-      = (stack K)ᴴ * (∑ i, pointer i) * stack K := by
+      = (stack K)ᴴ * (∑ i : ι, pointer (n := n) i) * stack K := by
         rw [pointer_isPVM.sum_eq_one, Matrix.mul_one]
-    _ = ∑ i, (stack K)ᴴ * pointer i * stack K := by
+    _ = ∑ i : ι, (stack K)ᴴ * pointer (n := n) i * stack K := by
         rw [Matrix.mul_sum, Matrix.sum_mul]
     _ = ∑ i, E i := Finset.sum_congr rfl fun i _ => by rw [stack_compress, hK i]
```

Cause. All five errors have one source: in the `calc` chain, `pointer i` doesn't say which space it acts on. The size `n` is an implicit argument that `i` can't determine, and the type of `i` under the sum isn't given either. With these open, Lean took the product of `(stack K)ᴴ` and the pointer to be one of `CStarMatrix`, a type with the same underlying entries as `Matrix` but its own multiplication. The result was a `CStarMatrix`, and Lean has no instance for multiplying that by the `Matrix` `stack K`. These are the two `HMul` errors, and the unsolved goal at the end is the same missing instance under the sum.

The two failed rewrites follow. `Matrix.mul_one` and `stack_compress` speak of `Matrix` multiplication, so they don't match the product in the goal, though it prints alike.

In both steps the repair writes `i : ι` and `pointer (n := n) i`. The pointer's type is then known from the start, Lean picks `Matrix` multiplication throughout, and the rewrites apply unchanged.
